# Two parallel dipole emitters sharing one excitation: the widths tend to 2 and 0 single-emitter widths as kR → 0

Two identical atoms sit a distance $R$ apart, with parallel transition dipoles at angle $t$ to the line joining them, and one excitation is shared between them. If $k$ is the wavenumber of the emitted light and $x=kR>0$, I know the cross-decay rate, in units of the single-atom width, as

$$F=\tfrac32\left[\sin^2 t\,\frac{\sin x}{x}+(1-3\cos^2 t)\left(\frac{\cos x}{x^2}-\frac{\sin x}{x^3}\right)\right].$$

The symmetric and antisymmetric states should decay with widths $1\pm F$. Neither width may be negative, so $|F|\le 1$ must hold, and at small separation the widths should approach 2 and 0. The formula hides all of this behind terms that diverge separately as $x\to0$. Can the bound and the limits be derived rigorously from the emission pattern, and checked by machine?

## The cross-decay rate as an interference integral

Yes, and the bound is strict for every $x>0$. Let $u$ be the cosine of the angle between the photon direction $n$ and the axis, and let $\varphi$ be the azimuth of $n$, measured from the plane of the axis and the unit dipole $d$. Then
$$n\cdot d=u\cos t+\sqrt{1-u^2}\,\sin t\cos\varphi .$$
A dipole radiates in proportion to $1-(n\cdot d)^2$. Over a full turn $\cos\varphi$ averages to 0 and $\cos^2\varphi$ to $1/2$, so the averaged pattern is
$$w(u)=1-u^2\cos^2t-\tfrac12(1-u^2)\sin^2t=\frac{1+c}{2}+\frac{1-3c}{2}u^2,\qquad c=\cos^2t.$$
Its integral over $[-1,1]$ is $(1+c)+(1-3c)/3=4/3$, which fixes the prefactor $3/4$ for a single emitter of width 1.

In the states $(1,\pm1)/\sqrt2$ the two emitted amplitudes have the relative sign $\pm$ and, from the path difference, a further relative phase $xu$. The intensity along $u$ is therefore multiplied by $1\pm\cos(xu)$, and interference changes the width by $\pm\frac34\int_{-1}^1 w(u)\cos(xu)\,du$. Integration by parts gives
$$\int_{-1}^1\cos(xu)\,du=\frac{2\sin x}{x},\qquad \int_{-1}^1u^2\cos(xu)\,du=\frac{2\sin x}{x}+\frac{4\cos x}{x^2}-\frac{4\sin x}{x^3}.$$
Multiply these by $(1+c)/2$ and $(1-3c)/2$ and add. The coefficient of $\sin x/x$ is $(1+c)+(1-3c)=2\sin^2t$, and the factor $3/4$ then yields exactly $F$.

**The strict bound.** The pattern can be written as
$$w(u)=\tfrac12(1+c)(1-u^2)+(1-c)u^2,$$
which is nonnegative on $[-1,1]$ and positive inside. Hence $-w\le w\cos(xu)\le w$. At $u=1/(1+x)$ the phase $xu$ lies between 0 and 1, so $|\cos(xu)|<1$ while $w>0$. By continuity both inequalities are strict near that point, so both integrals are strictly ordered and $|F|<\frac34\cdot\frac43=1$.

**The limits.** From $1-\cos y\le y^2/2$,
$$1-F=\frac34\int_{-1}^1w\,(1-\cos(xu))\,du\le\frac{3x^2}{8}\int_{-1}^1wu^2\,du=\frac{3x^2}{8}\left(\frac{1+c}{3}+\frac{1-3c}{5}\right)=\frac{x^2(1+\sin^2t)}{10}.$$
So $0<1-F\le x^2(1+\sin^2t)/10$, which forces $1-F\to0$ and $1+F=2-(1-F)\to2$.

**Numbers for dipoles perpendicular to the axis.** Take $t=\pi/2$ and $x=1/2$. Then $\sin x/x\approx0.95885$ and $\cos x/x^2-\sin x/x^3\approx3.51033-3.83540=-0.32507$, so $F\approx1.5\times0.63378\approx0.9507$. The widths are about 1.951 and 0.049, and the bound on the smaller one is $0.25\times2/10=0.05$. At $x=\pi$, by contrast, $F=-3/(2\pi^2)\approx-0.152$, and the antisymmetric state is the broader one.

## The Lean file

```lean
import Mathlib

open Real Filter Topology Matrix

namespace TwoEmitterDecay

noncomputable section

/-- Cross-decay rate of two parallel dipoles at angle `t` to their axis, in units of the
single-emitter width, as a function of `x = kR`; the domain is `x ≠ 0`. -/
def crossDecay (t x : ℝ) : ℝ :=
  3 / 2 * (sin t ^ 2 * (sin x / x) + (1 - 3 * cos t ^ 2) * (cos x / x ^ 2 - sin x / x ^ 3))

/-- Emission pattern, averaged over the azimuth about the axis and not normalised, of a dipole at
angle `t` to the axis, as a function of the cosine `u` of the angle between the photon direction and
the axis. -/
def pattern (t u : ℝ) : ℝ :=
  1 - u ^ 2 * cos t ^ 2 - (1 - u ^ 2) * sin t ^ 2 / 2

/-- Decay matrix of the two emitters in the space of one shared excitation. -/
def decayMatrix (t x : ℝ) : Matrix (Fin 2) (Fin 2) ℝ :=
  !![1, crossDecay t x; crossDecay t x, 1]

/-- The symmetric and antisymmetric one-excitation states are eigenvectors of the decay matrix,
with widths `1 + F` and `1 - F`. -/
theorem decayMatrix_eigenvectors (t x : ℝ) :
    decayMatrix t x *ᵥ ![1, 1] = (1 + crossDecay t x) • ![1, 1] ∧
    decayMatrix t x *ᵥ ![1, -1] = (1 - crossDecay t x) • ![1, -1] := by
  constructor <;> ext i <;> fin_cases i <;>
    simp [decayMatrix, Matrix.mulVec, dotProduct, Fin.sum_univ_two] <;> ring

/-- The pattern is the average over the photon azimuth `φ` of `1 - (n·d)²`, with `n` the photon
direction and `d` the unit dipole. -/
theorem pattern_eq_azimuthal_average (t : ℝ) {u : ℝ} (hu : u ^ 2 ≤ 1) :
    1 / (2 * π) * ∫ φ in (0 : ℝ)..(2 * π),
      (1 - (u * cos t + √(1 - u ^ 2) * sin t * cos φ) ^ 2) = pattern t u := by
  have hb : (√(1 - u ^ 2) * sin t) ^ 2 = (1 - u ^ 2) * sin t ^ 2 := by
    rw [mul_pow, Real.sq_sqrt (by linarith)]
  generalize √(1 - u ^ 2) * sin t = b at hb ⊢
  have hd : ∀ φ : ℝ, HasDerivAt
      (fun y : ℝ => (1 - (u * cos t) ^ 2) * y - 2 * (u * cos t) * b * sin y
        - b ^ 2 / 2 * (y + sin y * cos y))
      (1 - (u * cos t + b * cos φ) ^ 2) φ := fun φ =>
    ((((hasDerivAt_id' φ).const_mul (1 - (u * cos t) ^ 2)).fun_sub
      ((Real.hasDerivAt_sin φ).const_mul (2 * (u * cos t) * b))).fun_sub
      (((hasDerivAt_id' φ).fun_add ((Real.hasDerivAt_sin φ).fun_mul
        (Real.hasDerivAt_cos φ))).const_mul (b ^ 2 / 2))).congr_deriv
      (by linear_combination (b ^ 2 / 2) * Real.sin_sq_add_cos_sq φ)
  have hI : ∫ φ in (0 : ℝ)..(2 * π), (1 - (u * cos t + b * cos φ) ^ 2)
      = 2 * π * (1 - (u * cos t) ^ 2 - b ^ 2 / 2) := by
    rw [intervalIntegral.integral_eq_sub_of_hasDerivAt (fun φ _ => hd φ)
      (Continuous.intervalIntegrable (by fun_prop) _ _)]
    simp only [Real.sin_two_pi, Real.cos_two_pi, Real.sin_zero, Real.cos_zero]
    ring
  rw [hI, one_div, inv_mul_cancel_left₀ (by positivity)]
  unfold pattern
  linear_combination (-1 / 2) * hb

lemma pattern_eq (t u : ℝ) :
    pattern t u = (1 + cos t ^ 2) / 2 + (1 - 3 * cos t ^ 2) / 2 * u ^ 2 := by
  unfold pattern
  rw [Real.sin_sq]
  ring

lemma integral_even_quartic (a b c : ℝ) :
    ∫ u in (-1 : ℝ)..1, (a + b * u ^ 2 + c * u ^ 4) = 2 * a + 2 * b / 3 + 2 * c / 5 := by
  have hd : ∀ u : ℝ, HasDerivAt (fun v : ℝ => a * v + b / 3 * v ^ 3 + c / 5 * v ^ 5)
      (a + b * u ^ 2 + c * u ^ 4) u := by
    intro u
    have h3 : HasDerivAt (fun v : ℝ => v ^ 3) (3 * u ^ 2) u := by
      simpa using hasDerivAt_pow 3 u
    have h5 : HasDerivAt (fun v : ℝ => v ^ 5) (5 * u ^ 4) u := by
      simpa using hasDerivAt_pow 5 u
    exact ((((hasDerivAt_id' u).const_mul a).fun_add (h3.const_mul (b / 3))).fun_add
      (h5.const_mul (c / 5))).congr_deriv (by ring)
  rw [intervalIntegral.integral_eq_sub_of_hasDerivAt (fun u _ => hd u)
    (Continuous.intervalIntegrable (by fun_prop) _ _)]
  ring

/-- The cross-decay rate is `3/4` of the integral of the azimuth-averaged pattern against the
interference factor `cos (x u)`. -/
theorem crossDecay_eq_integral (t : ℝ) {x : ℝ} (hx : x ≠ 0) :
    crossDecay t x = 3 / 4 * ∫ u in (-1 : ℝ)..1, pattern t u * cos (x * u) := by
  simp only [pattern_eq]
  have e : x * x⁻¹ = 1 := mul_inv_cancel₀ hx
  unfold crossDecay
  rw [Real.sin_sq t]
  generalize cos t ^ 2 = c
  -- an explicit antiderivative, found by integrating by parts twice
  have hd : ∀ u : ℝ, HasDerivAt
      (fun v : ℝ => (v ^ 2 * ((1 - 3 * c) / 2 * x⁻¹)
          + ((1 + c) / 2 * x⁻¹ - (1 - 3 * c) * x⁻¹ ^ 3)) * sin (x * v)
        + (1 - 3 * c) * x⁻¹ ^ 2 * (v * cos (x * v)))
      (((1 + c) / 2 + (1 - 3 * c) / 2 * u ^ 2) * cos (x * u)) u := by
    intro u
    have h0 : HasDerivAt (fun v : ℝ => x * v) x u := by
      simpa using (hasDerivAt_id' u).const_mul x
    have h2 : HasDerivAt (fun v : ℝ => v ^ 2) (2 * u) u := by
      simpa using hasDerivAt_pow 2 u
    exact ((((h2.mul_const ((1 - 3 * c) / 2 * x⁻¹)).add_const
      ((1 + c) / 2 * x⁻¹ - (1 - 3 * c) * x⁻¹ ^ 3)).fun_mul h0.sin).fun_add
      (((hasDerivAt_id' u).fun_mul h0.cos).const_mul ((1 - 3 * c) * x⁻¹ ^ 2))).congr_deriv
      (by linear_combination (((1 + c) / 2 + (1 - 3 * c) / 2 * u ^ 2
            - (1 - 3 * c) * x⁻¹ ^ 2) * cos (x * u)
            - (1 - 3 * c) * u * x⁻¹ * sin (x * u)) * e)
  rw [intervalIntegral.integral_eq_sub_of_hasDerivAt (fun u _ => hd u)
    (Continuous.intervalIntegrable (by fun_prop) _ _)]
  simp only [mul_neg, mul_one, Real.sin_neg, Real.cos_neg]
  ring

lemma pattern_nonneg (t : ℝ) {u : ℝ} (hu : u ^ 2 ≤ 1) : 0 ≤ pattern t u := by
  rw [pattern_eq]
  nlinarith [mul_nonneg (add_nonneg zero_le_one (sq_nonneg (cos t))) (sub_nonneg.2 hu),
    mul_nonneg (sub_nonneg.2 (Real.cos_sq_le_one t)) (sq_nonneg u)]

lemma continuous_pattern (t : ℝ) : Continuous (pattern t) := by
  unfold pattern
  fun_prop

/-- The azimuth-averaged pattern integrates to `4/3` over the cosine of the polar angle. -/
theorem integral_pattern (t : ℝ) : ∫ u in (-1 : ℝ)..1, pattern t u = 4 / 3 := by
  have h := integral_even_quartic ((1 + cos t ^ 2) / 2) ((1 - 3 * cos t ^ 2) / 2) 0
  simp only [zero_mul, add_zero] at h
  simp only [pattern_eq]
  rw [h]
  ring

/-- At every positive separation the cross-decay rate is strictly smaller in magnitude than
the single-emitter width. -/
theorem abs_crossDecay_lt_one (t : ℝ) {x : ℝ} (hx : 0 < x) : |crossDecay t x| < 1 := by
  have hc := continuous_pattern t
  have hsq : ∀ u ∈ Set.Ioc (-1 : ℝ) 1, u ^ 2 ≤ 1 := fun u hu => by nlinarith [hu.1, hu.2]
  -- a direction in which the interference is only partial
  obtain ⟨v, hv0, hv1, hxv⟩ : ∃ v : ℝ, 0 < v ∧ v < 1 ∧ x * v < 1 := by
    refine ⟨1 / (1 + x), by positivity, ?_, ?_⟩
    · rw [div_lt_one (by positivity)]
      linarith
    · rw [mul_one_div, div_lt_one (by positivity)]
      linarith
  have hvI : v ∈ Set.Icc (-1 : ℝ) 1 := ⟨by linarith, hv1.le⟩
  have hp : 0 < pattern t v := by
    have h1 : 0 < 1 - v ^ 2 := by nlinarith
    rw [pattern_eq]
    nlinarith [mul_nonneg (sq_nonneg (cos t)) h1.le,
      mul_nonneg (sub_nonneg.2 (Real.cos_sq_le_one t)) (sq_nonneg v)]
  have hs : 0 < sin (x * v) :=
    Real.sin_pos_of_pos_of_lt_pi (by positivity) (by linarith [Real.pi_gt_three])
  have hcs := Real.sin_sq_add_cos_sq (x * v)
  have hlt : cos (x * v) < 1 := by nlinarith [pow_pos hs 2]
  have hgt : -1 < cos (x * v) := by nlinarith [pow_pos hs 2]
  have hup : ∫ u in (-1 : ℝ)..1, pattern t u * cos (x * u) < ∫ u in (-1 : ℝ)..1, pattern t u :=
    intervalIntegral.integral_lt_integral_of_continuousOn_of_le_of_exists_lt (by norm_num)
      (Continuous.continuousOn (by fun_prop)) hc.continuousOn
      (fun u hu => by nlinarith [pattern_nonneg t (hsq u hu), Real.cos_le_one (x * u)])
      ⟨v, hvI, by nlinarith⟩
  have hlo : ∫ u in (-1 : ℝ)..1, -pattern t u < ∫ u in (-1 : ℝ)..1, pattern t u * cos (x * u) :=
    intervalIntegral.integral_lt_integral_of_continuousOn_of_le_of_exists_lt (by norm_num)
      (Continuous.continuousOn (by fun_prop)) (Continuous.continuousOn (by fun_prop))
      (fun u hu => by nlinarith [pattern_nonneg t (hsq u hu), Real.neg_one_le_cos (x * u)])
      ⟨v, hvI, by nlinarith⟩
  rw [intervalIntegral.integral_neg, integral_pattern] at hlo
  rw [integral_pattern] at hup
  rw [crossDecay_eq_integral t hx.ne', abs_lt]
  constructor <;> linarith

/-- The width `1 - F` of the antisymmetric state is at most `(kR)² (1 + sin² t) / 10`. -/
theorem antisymmetric_width_le (t : ℝ) {x : ℝ} (hx : x ≠ 0) :
    1 - crossDecay t x ≤ x ^ 2 * (1 + sin t ^ 2) / 10 := by
  have hc := continuous_pattern t
  have hm : ∫ u in (-1 : ℝ)..1, pattern t u * (1 - (x * u) ^ 2 / 2)
      ≤ ∫ u in (-1 : ℝ)..1, pattern t u * cos (x * u) :=
    intervalIntegral.integral_mono_on (by norm_num)
      (Continuous.intervalIntegrable (by fun_prop) _ _)
      (Continuous.intervalIntegrable (by fun_prop) _ _)
      (fun u hu => mul_le_mul_of_nonneg_left Real.one_sub_sq_div_two_le_cos
        (pattern_nonneg t (by nlinarith [hu.1, hu.2])))
  have hpoly : ∀ u : ℝ, pattern t u * (1 - (x * u) ^ 2 / 2) = (1 + cos t ^ 2) / 2
      + ((1 - 3 * cos t ^ 2) / 2 - (1 + cos t ^ 2) * x ^ 2 / 4) * u ^ 2
      + (-((1 - 3 * cos t ^ 2) * x ^ 2 / 4)) * u ^ 4 := fun u => by
    rw [pattern_eq]
    ring
  simp only [hpoly] at hm
  rw [integral_even_quartic] at hm
  rw [crossDecay_eq_integral t hx, Real.sin_sq]
  linarith

/-- As the separation tends to zero, the widths `1 + F` and `1 - F` tend to `2` and `0`. -/
theorem widths_tendsto_contact (t : ℝ) :
    Tendsto (fun x => 1 + crossDecay t x) (𝓝[>] 0) (𝓝 2) ∧
    Tendsto (fun x => 1 - crossDecay t x) (𝓝[>] 0) (𝓝 0) := by
  have hb : Tendsto (fun x : ℝ => x ^ 2 * (1 + sin t ^ 2) / 10) (𝓝[>] 0) (𝓝 0) := by
    have h : Continuous (fun x : ℝ => x ^ 2 * (1 + sin t ^ 2) / 10) := by fun_prop
    have h0 := h.tendsto 0
    norm_num at h0
    exact h0.mono_left nhdsWithin_le_nhds
  have hminus : Tendsto (fun x => 1 - crossDecay t x) (𝓝[>] 0) (𝓝 0) := by
    refine squeeze_zero' ?_ ?_ hb
    · filter_upwards [self_mem_nhdsWithin] with x hx
      linarith [(abs_lt.1 (abs_crossDecay_lt_one t hx)).2]
    · filter_upwards [self_mem_nhdsWithin] with x hx
      exact antisymmetric_width_le t (ne_of_gt hx)
  refine ⟨?_, hminus⟩
  -- the two widths add up to 2
  have h2 := hminus.const_sub 2
  rw [sub_zero] at h2
  exact h2.congr (fun x => by ring)

end

end TwoEmitterDecay
```

```lean
#print axioms TwoEmitterDecay.decayMatrix_eigenvectors
#print axioms TwoEmitterDecay.pattern_eq_azimuthal_average
#print axioms TwoEmitterDecay.abs_crossDecay_lt_one
#print axioms TwoEmitterDecay.widths_tendsto_contact
```

```
'TwoEmitterDecay.decayMatrix_eigenvectors' depends on axioms: [propext, Classical.choice, Quot.sound]
'TwoEmitterDecay.pattern_eq_azimuthal_average' depends on axioms: [propext, Classical.choice, Quot.sound]
'TwoEmitterDecay.abs_crossDecay_lt_one' depends on axioms: [propext, Classical.choice, Quot.sound]
'TwoEmitterDecay.widths_tendsto_contact' depends on axioms: [propext, Classical.choice, Quot.sound]
```

## What the definitions and theorems say

`crossDecay t x` is the closed form $F$, `pattern t u` is $w(u)$, and angles are real numbers in radians. `decayMatrix t x` is the real $2\times2$ matrix with 1 on the diagonal and $F$ off it, in the basis "excitation on emitter 1, excitation on emitter 2". Widths are decay rates of probability, in units of the single-emitter rate.

- `decayMatrix_eigenvectors` states that `![1, 1]` and `![1, -1]` are eigenvectors with eigenvalues $1+F$ and $1-F$. The normalised states are these vectors divided by $\sqrt2$.
- `pattern_eq_azimuthal_average` identifies $w$ with the azimuthal average of $1-(n\cdot d)^2$ whenever $u^2\le1$, and `integral_pattern` gives $\int w=4/3$.
- `crossDecay_eq_integral` is the interference formula for every $x\ne0$.
- `abs_crossDecay_lt_one` gives $|F|<1$ for $x>0$.
- `antisymmetric_width_le` is the quadratic bound on $1-F$ for $x\ne0$.
- `widths_tendsto_contact` gives both limits at fixed $t$. The filter `𝓝[>] 0` means that $x$ approaches 0 through positive values, so the value Lean assigns to `crossDecay t 0` plays no role.

The decay matrix is postulated, not derived from the quantised field. It stands for weak, memoryless coupling of two identical point dipoles, with linear polarisation, to the free-space vacuum. The coherent dipole–dipole shift is left out. The limit $x\to0$ is an idealisation too: it describes atoms much closer than a wavelength, whose electron clouds still do not overlap.

Within this model of two emitters and one excitation, the result describes the simplest superradiant and subradiant states. It says nothing about the intense burst from many excited atoms.

## How the proof follows the calculation

**Eigenvectors and integrals.** The eigenvector theorem is checked component by component. For each integral the file supplies an explicit antiderivative, proves its derivative with `HasDerivAt`, and evaluates it at the endpoints through `intervalIntegral.integral_eq_sub_of_hasDerivAt`. In the azimuthal average, $\sin^2\varphi+\cos^2\varphi=1$ closes the derivative check. In `crossDecay_eq_integral` the antiderivative is what two integrations by parts produce, and the relation `e`, which is $x\,x^{-1}=1$, is where $x\ne0$ enters.

**Polynomial part.** `pattern_eq` rewrites $w$ in terms of $\cos^2t$ and $u^2$. `integral_even_quartic` integrates $a+bu^2+cu^4$, and it serves both the normalisation and the quadratic bound.

**Strictness.** `pattern_nonneg` supplies $w\ge0$. In `abs_crossDecay_lt_one` the point `v` is $1/(1+x)$. There $\sin(xv)>0$, because $0<xv<1<\pi$, and $\sin^2+\cos^2=1$ then puts $\cos(xv)$ strictly between $-1$ and 1. A Mathlib lemma on continuous functions turns a pointwise inequality that is strict at one point into a strict inequality of integrals. It is applied once for the upper bound (`hup`) and once for the lower (`hlo`).

**Limits.** `antisymmetric_width_le` integrates $w(u)\,(1-(xu)^2/2)\le w(u)\cos(xu)$ and evaluates the left side as a quartic. In `widths_tendsto_contact`, `squeeze_zero'` traps $1-F$ between 0 and the quadratic bound, and subtracting that limit from 2 gives the symmetric width.
